# The Drude head of a smooth, non-interacting band at nonzero frequency

Q: Set the momentum transfer $q$ to zero in the intraband polarizability of a metal at nonzero frequency and you get zero, since no electron changes its state. The Coulomb kernel it multiplies diverges there. A program that keeps the zero loses the Drude term, which is the intraband response of the conduction electrons in the long-wavelength dielectric function. What replaces the zero?

A: A limit. Take a band $e(k)$ with period $2\pi$, an occupation function $f$ of energy and a frequency $w\neq 0$. Write $\delta e=e(k+q)-e(k)$ and $\delta f=f(e(k+q))-f(e(k))$. Then

$$P(q)=\int_0^{2\pi}\frac{\delta f}{\delta e-w}\,dk,\qquad \frac{P(q)}{q^2}\to\frac{D}{w^2},\qquad D=-\int_0^{2\pi} f'(e(k))\,e'(k)^2\,dk .$$

Here $e$ and $f$ are continuously differentiable, and $D$ is the Drude weight.

Q: But $\delta f$ is of order $q$ and the denominator tends to $-w$. Shouldn't $P/q^2$ blow up like $1/q$?

A: The first-order term integrates to zero. Split the denominator:

$$\frac{1}{\delta e-w}=\frac{\delta e}{w(\delta e-w)}-\frac1w .$$

Multiply by $\delta f$ and integrate. The last term gives $-\frac1w\int_0^{2\pi}\delta f\,dk$. Since $f(e(k))$ is periodic, its integral over $[q,q+2\pi]$ equals that over $[0,2\pi]$, so this term is zero. What remains is

$$P(q)=\int_0^{2\pi}\frac{\delta f\,\delta e}{w(\delta e-w)}\,dk ,$$

whose numerator is of second order.

Q: And the limit under the integral?

A: Let $M$ bound $|e'|$ and $C$ bound the derivative of $f(e(k))$ in modulus. Both bounds exist because these derivatives are continuous and periodic. The mean value inequality gives $|\delta e|\le M|q|$ and $|\delta f|\le C|q|$. Once $M|q|<|w|/2$, we have $|\delta e-w|\ge|w|/2$, so the integrand divided by $q^2$ is at most $2CM/|w|^2$ in modulus. At each $k$,

$$\frac{\delta f}{q}\to f'(e(k))\,e'(k),\qquad \frac{\delta e}{q}\to e'(k),\qquad w(\delta e-w)\to-w^2 .$$

Dominated convergence gives $-\frac1{w^2}\int_0^{2\pi} f'(e)\,e'^2\,dk=D/w^2$.

Q: Now show me that the Lean version is about the same quantities.

A: The file opens with its preliminaries, followed by the change of a function under a momentum transfer.

```lean
import Mathlib

open Filter Topology
open scoped Real

namespace DrudeHead

noncomputable section

/-- The change of a function `g` of crystal momentum when `k` goes to `k + q`. -/
def shift (g : ℝ → ℝ) (q k : ℝ) : ℝ := g (k + q) - g k
```

So $\delta e$ is `shift e q k`, and $\delta f$ is `shift (f ∘ e) q k`. The polarizability is the integral above, with real numerators and a complex frequency.

```lean
/-- Intraband polarizability of a band `e` with occupation function `f` at frequency `w`: the
integral of `df / (de - w)` over a period, meant for `q` and `w` with `de ≠ w` at every `k`. -/
def polarizability (e f : ℝ → ℝ) (w : ℂ) (q : ℝ) : ℂ :=
  ∫ k in (0 : ℝ)..(2 * π), (shift (f ∘ e) q k : ℂ) / ((shift e q k : ℂ) - w)
```

The Drude weight is a real number.

```lean
/-- Drude weight of the band: minus the integral over a period of `f'(e)` times the squared
band velocity. -/
def drudeWeight (e f : ℝ → ℝ) : ℝ :=
  -∫ k in (0 : ℝ)..(2 * π), deriv f (e k) * (deriv e k) ^ 2
```

Q: What units and prefactors are hidden here?

A: The lattice constant and $\hbar$ are one. The integral carries no factor $1/(2\pi)$ and no spin factor. With the usual decreasing $f$, the minus sign makes $D$ nonnegative.

Q: And what exactly is claimed?

A: The main theorem, `drude_head`, takes `e` and `f` continuously differentiable (`ContDiff ℝ 1`), `e` periodic with period `2 * π`, and `w` complex and nonzero. It says that `polarizability e f w q / (q : ℂ) ^ 2` tends to `(drudeWeight e f : ℂ) / w ^ 2`. The filter `𝓝[≠] 0` means that $q$ approaches zero from either side without being zero.

Q: On the real axis I would expect an infinitesimal $i\eta$ in the denominator.

A: At fixed $w\neq0$ the limit doesn't need one. For small $q$ the intraband transition energies are all smaller than $|w|/2$ in modulus, so none is resonant. At larger $q$ a real $w$ may hit a transition, but the limit does not see those values. Nonzero imaginary frequencies, often used in GW calculations, are included as well.

Q: Which physics is left out?

A: This is one non-interacting band in one dimension, with the overlap between the states at $k$ and $k+q$ set to one. There are no interband transitions and no local fields. A Fermi function at positive temperature is smooth enough for $f$, whereas the zero-temperature step is not. Within that model, the result supplies the intraband part of the head of the dielectric matrix, a term that a GW calculation for a metal can include at $q=0$.

Q: Then take me through the proof. What comes first?

A: Continuity of the shift in $k$, which the integrals need.

```lean
/-- The change of a continuous function under a momentum transfer is continuous in `k`. -/
theorem continuous_shift {g : ℝ → ℝ} (hg : Continuous g) (q : ℝ) :
    Continuous (fun k => shift g q k) := by
  unfold shift
  fun_prop
```

Next comes the uniform bound. The proof shows that the derivative is periodic, bounds it on the compact interval $[0,2\pi]$, carries the bound to every $k$ by periodicity, and applies the mean value inequality.

```lean
/-- A continuously differentiable periodic function changes by at most a constant times the
momentum transfer, uniformly in `k`. -/
theorem shift_bound {g : ℝ → ℝ} (hg : ContDiff ℝ 1 g) (hp : Function.Periodic g (2 * π)) :
    ∃ C : ℝ, 0 ≤ C ∧ ∀ q k, |shift g q k| ≤ C * |q| := by
  -- the derivative is periodic and continuous, hence bounded
  have hper : Function.Periodic (deriv g) (2 * π) := by
    intro k
    have h : deriv (fun x => g (x + 2 * π)) k = deriv g (k + 2 * π) :=
      deriv_comp_add_const ..
    rw [← h, show (fun x => g (x + 2 * π)) = g from funext hp]
  obtain ⟨C, hC⟩ := (isCompact_Icc (a := (0 : ℝ)) (b := 2 * π)).exists_bound_of_continuousOn
    (hg.continuous_deriv (by simp)).continuousOn
  have hb : ∀ x, ‖deriv g x‖ ≤ C := by
    intro x
    obtain ⟨y, hy, hxy⟩ := hper.exists_mem_Ico₀ Real.two_pi_pos x
    rw [hxy]
    exact hC y ⟨hy.1, hy.2.le⟩
  refine ⟨C, (norm_nonneg _).trans (hb 0), fun q k => ?_⟩
  -- mean value inequality
  have h := Convex.norm_image_sub_le_of_norm_deriv_le (f := g) (x := k) (y := k + q)
    (fun x _ => hg.differentiable (by simp) x) (fun x _ => hb x) convex_univ
    (Set.mem_univ _) (Set.mem_univ _)
  rw [add_sub_cancel_left] at h
  exact h
```

Q: Where does the first-order term disappear?

A: In two steps. The first is that the shift of a continuous periodic function has zero integral, by the change of variable we used above.

```lean
/-- The change of a continuous periodic function under a momentum transfer integrates to zero
over a period. -/
theorem integral_shift {g : ℝ → ℝ} (hg : Continuous g) (hp : Function.Periodic g (2 * π))
    (q : ℝ) : ∫ k in (0 : ℝ)..(2 * π), shift g q k = 0 := by
  have h := hp.intervalIntegral_add_eq q 0
  rw [zero_add] at h
  have hq : Continuous (fun k => g (k + q)) := by fun_prop
  unfold shift
  rw [intervalIntegral.integral_sub (hq.intervalIntegrable _ _) (hg.intervalIntegrable _ _),
    intervalIntegral.integral_comp_add_right, zero_add, add_comm (2 * π) q, h, sub_self]
```

The second is the splitting of the denominator. In the next proof, `hsplit` is that identity multiplied by $\delta f$, and `hz` says that the $1/w$ term integrates to zero. The hypothesis `hne` requires that no transition be resonant at the given $q$.

```lean
/-- For a continuous periodic band, continuous occupations and a nonzero frequency that no
transition `de` hits, the polarizability is the integral of `df de / (w (de - w))`. -/
theorem polarizability_eq {e f : ℝ → ℝ} (he : Continuous e) (hf : Continuous f)
    (hp : Function.Periodic e (2 * π)) {w : ℂ} (hw : w ≠ 0) {q : ℝ}
    (hne : ∀ k, (shift e q k : ℂ) - w ≠ 0) :
    polarizability e f w q = ∫ k in (0 : ℝ)..(2 * π),
      (shift (f ∘ e) q k : ℂ) * (shift e q k : ℂ) / (w * ((shift e q k : ℂ) - w)) := by
  have hsplit : ∀ k, (shift (f ∘ e) q k : ℂ) / ((shift e q k : ℂ) - w) =
      (shift (f ∘ e) q k : ℂ) * (shift e q k : ℂ) / (w * ((shift e q k : ℂ) - w))
        - (shift (f ∘ e) q k : ℂ) / w := by
    intro k
    have h := hne k
    rw [div_sub_div _ _ (mul_ne_zero hw h) hw,
      div_eq_div_iff h (mul_ne_zero (mul_ne_zero hw h) hw)]
    ring
  have c1 : Continuous (fun k => (shift (f ∘ e) q k : ℂ)) :=
    Complex.continuous_ofReal.comp (continuous_shift (hf.comp he) q)
  have c2 : Continuous (fun k => (shift e q k : ℂ)) :=
    Complex.continuous_ofReal.comp (continuous_shift he q)
  have c3 : Continuous (fun k => (shift (f ∘ e) q k : ℂ) * (shift e q k : ℂ)
      / (w * ((shift e q k : ℂ) - w))) :=
    (c1.mul c2).div (continuous_const.mul (c2.sub continuous_const))
      (fun k => mul_ne_zero hw (hne k))
  -- the first-order term vanishes by periodicity
  have hz : ∫ k in (0 : ℝ)..(2 * π), (shift (f ∘ e) q k : ℂ) / w = 0 := by
    rw [intervalIntegral.integral_div, intervalIntegral.integral_ofReal,
      integral_shift (hf.comp he) (hp.comp f), Complex.ofReal_zero, zero_div]
  unfold polarizability
  simp_rw [hsplit]
  rw [intervalIntegral.integral_sub (c3.intervalIntegrable _ _)
    ((c1.div_const w).intervalIntegrable _ _), hz, sub_zero]
```

Q: That hypothesis is absent from the main theorem.

A: There it is derived for small $q$. One more ingredient is needed first, the convergence of difference quotients to derivatives.

```lean
/-- The difference quotient of a differentiable function tends to its derivative as the
momentum transfer tends to zero. -/
theorem tendsto_shift_div {g : ℝ → ℝ} {g' k : ℝ} (h : HasDerivAt g g' k) :
    Tendsto (fun q => shift g q k / q) (𝓝[≠] 0) (𝓝 g') := by
  refine (hasDerivAt_iff_tendsto_slope_zero.1 h).congr fun q => ?_
  simp only [shift, smul_eq_mul, div_eq_inv_mul]
```

In the main proof, `hgap` is the estimate $|\delta e-w|\ge|w|/2$ for all $k$ at once, and it supplies the hypothesis `hne` of `polarizability_eq`. The statement `hbd` is the bound $2CM/|w|^2$, and `hval` identifies the integral of the pointwise limit with $D/w^2$. Dominated convergence then leaves four tasks, one for each bullet at the end:

- the second-order integral equals $P(q)/q^2$ for small $q$;
- its integrand is measurable;
- the integrand obeys the bound;
- it converges at each $k$.

```lean
/-- **Drude head.** For a continuously differentiable periodic band, continuously differentiable
occupations and a nonzero complex frequency `w`, the intraband polarizability divided by `q ^ 2`
tends to the Drude weight over `w ^ 2` as `q` tends to zero. -/
theorem drude_head {e f : ℝ → ℝ} (he : ContDiff ℝ 1 e) (hf : ContDiff ℝ 1 f)
    (hp : Function.Periodic e (2 * π)) {w : ℂ} (hw : w ≠ 0) :
    Tendsto (fun q : ℝ => polarizability e f w q / (q : ℂ) ^ 2) (𝓝[≠] 0)
      (𝓝 ((drudeWeight e f : ℂ) / w ^ 2)) := by
  obtain ⟨M, hM0, hM⟩ := shift_bound he hp
  obtain ⟨C, hC0, hC⟩ := shift_bound (hf.comp he) (hp.comp f)
  have hw' : 0 < ‖w‖ := norm_pos_iff.2 hw
  -- for small q every transition energy stays away from w
  have hgap : ∀ᶠ q in 𝓝[≠] (0 : ℝ), ∀ k, ‖w‖ / 2 ≤ ‖(shift e q k : ℂ) - w‖ := by
    have hc : Continuous (fun q : ℝ => M * |q|) := by fun_prop
    filter_upwards [((hc.tendsto' 0 0 (by simp)).eventually_lt_const
      (half_pos hw')).filter_mono nhdsWithin_le_nhds] with q hq k
    have h1 := norm_sub_norm_le w (shift e q k : ℂ)
    rw [norm_sub_rev, Complex.norm_real, Real.norm_eq_abs] at h1
    linarith [hM q k]
  have hne : ∀ z : ℂ, ‖w‖ / 2 ≤ ‖z‖ → z ≠ 0 := fun z hz =>
    norm_pos_iff.1 ((half_pos hw').trans_le hz)
  have hbd : ∀ (a b : ℝ) (z : ℂ), |a| ≤ C → |b| ≤ M → ‖w‖ / 2 ≤ ‖z‖ →
      ‖(a : ℂ) * (b : ℂ) / (w * z)‖ ≤ C * M / (‖w‖ * (‖w‖ / 2)) := by
    intro a b z ha hb hz
    simp only [norm_div, norm_mul, Complex.norm_real, Real.norm_eq_abs]
    gcongr
  have hden : w * (((0 : ℝ) : ℂ) - w) = -(w ^ 2) := by
    rw [Complex.ofReal_zero]
    ring
  have hval : (∫ k in (0 : ℝ)..(2 * π), ((deriv f (e k) * deriv e k : ℝ) : ℂ)
      * ((deriv e k : ℝ) : ℂ) / (w * (((0 : ℝ) : ℂ) - w))) = (drudeWeight e f : ℂ) / w ^ 2 := by
    simp_rw [hden, ← Complex.ofReal_mul, mul_assoc, ← pow_two]
    rw [intervalIntegral.integral_div, intervalIntegral.integral_ofReal, drudeWeight,
      Complex.ofReal_neg, div_neg, neg_div]
  rw [← hval]
  -- dominated convergence for the second-order integrand
  refine Tendsto.congr' (f₁ := fun q : ℝ => ∫ k in (0 : ℝ)..(2 * π),
      ((shift (f ∘ e) q k / q : ℝ) : ℂ) * ((shift e q k / q : ℝ) : ℂ)
        / (w * ((shift e q k : ℂ) - w))) ?_
    (intervalIntegral.tendsto_integral_filter_of_dominated_convergence
      (fun _ => C * M / (‖w‖ * (‖w‖ / 2))) ?_ ?_ intervalIntegrable_const ?_)
  · filter_upwards [hgap] with q hq
    rw [polarizability_eq he.continuous hf.continuous hp hw (fun k => hne _ (hq k)),
      ← intervalIntegral.integral_div]
    congr 1
    ext k
    push_cast
    ring
  · filter_upwards [hgap] with q hq
    have s1 := continuous_shift (hf.continuous.comp he.continuous) q
    have s2 := continuous_shift he.continuous q
    exact (((Complex.continuous_ofReal.comp (s1.div_const q)).mul
      (Complex.continuous_ofReal.comp (s2.div_const q))).div
      (continuous_const.mul ((Complex.continuous_ofReal.comp s2).sub continuous_const))
      (fun k => mul_ne_zero hw (hne _ (hq k)))).aestronglyMeasurable
  · filter_upwards [hgap, self_mem_nhdsWithin] with q hq hq0
    have hqpos : 0 < |q| := abs_pos.2 hq0
    refine Eventually.of_forall fun k _ => hbd _ _ _ ?_ ?_ (hq k)
    · rw [abs_div, div_le_iff₀ hqpos]
      exact hC q k
    · rw [abs_div, div_le_iff₀ hqpos]
      exact hM q k
  · refine Eventually.of_forall fun k _ => ?_
    have de := (he.differentiable (by simp) k).hasDerivAt
    have df := (hf.differentiable (by simp) (e k)).hasDerivAt
    have h3 : Tendsto (fun q => shift e q k) (𝓝[≠] 0) (𝓝 0) := by
      have hec := he.continuous
      have hc : Continuous (fun q => shift e q k) := by
        unfold shift
        fun_prop
      exact (hc.tendsto' 0 0 (by simp [shift])).mono_left nhdsWithin_le_nhds
    exact (((Complex.continuous_ofReal.tendsto _).comp (tendsto_shift_div (df.comp k de))).mul
      ((Complex.continuous_ofReal.tendsto _).comp (tendsto_shift_div de))).div
      (tendsto_const_nhds.mul (((Complex.continuous_ofReal.tendsto _).comp h3).sub_const w))
      (by rw [hden]; exact neg_ne_zero.2 (pow_ne_zero 2 hw))
```

Q: My complaint was about the dielectric function, not about $P$.

A: The last theorem multiplies by a Coulomb kernel $c/q^2$ and subtracts from one. The real constant $c$ stands for the strength of the Coulomb interaction, together with the spin and normalisation factors missing from the integral. The kernel has the three-dimensional form, so $q$ should be read as a transfer along one direction. The limit is $1-cD/w^2$, and for $cD\ge0$ the product $cD$ is the squared plasma frequency of the model. The proof applies the continuity of multiplication and subtraction to `drude_head`.

```lean
/-- For a continuously differentiable periodic band, continuously differentiable occupations, a
nonzero complex frequency `w` and a Coulomb kernel `c / q ^ 2` with `c` real, the dielectric
function tends to the Drude form `1 - c D / w ^ 2` as `q` tends to zero, `D` being the Drude weight.
-/
theorem dielectric_head {e f : ℝ → ℝ} (he : ContDiff ℝ 1 e) (hf : ContDiff ℝ 1 f)
    (hp : Function.Periodic e (2 * π)) {w : ℂ} (hw : w ≠ 0) (c : ℝ) :
    Tendsto (fun q : ℝ => 1 - (c : ℂ) / (q : ℂ) ^ 2 * polarizability e f w q) (𝓝[≠] 0)
      (𝓝 (1 - (c : ℂ) * ((drudeWeight e f : ℂ) / w ^ 2))) := by
  refine (((drude_head he hf hp hw).const_mul (c : ℂ)).const_sub 1).congr fun q => ?_
  ring

end

end DrudeHead
```

```lean
#print axioms DrudeHead.drude_head
#print axioms DrudeHead.dielectric_head
```

```
'DrudeHead.drude_head' depends on axioms: [propext, Classical.choice, Quot.sound]
'DrudeHead.dielectric_head' depends on axioms: [propext, Classical.choice, Quot.sound]
```

Q: What if I want the static limit and put $w=0$?

A: Then the conclusion fails, even for a smooth band with sensible occupations. Take $e(k)=\cos k$ and $f(x)=(1-x)/2$, so that the occupations lie between 0 and 1. Now $\delta f=-\delta e/2$, and for small $q\neq0$ the ratio $\delta f/\delta e$ is $-1/2$ except at finitely many $k$. Hence $P(q)=-\pi$, and $P(q)/q^2$ tends to $-\infty$. With $c>0$ the dielectric function $1+c\pi/q^2$ diverges, which is static metallic screening. At any fixed $w\neq0$ the same band has the finite limit $P(q)/q^2\to\pi/(2w^2)$, so the order of the limits $q\to0$ and $w\to0$ matters.

Q: Does the argument need the occupation to be a function of energy? In a current-carrying state it isn't.

A: It uses only that the occupation is a continuously differentiable periodic function of $k$. For such a function $n(k)$, the same steps by hand give

$$\frac1{q^2}\int_0^{2\pi}\frac{n(k+q)-n(k)}{\delta e-w}\,dk\;\to\;-\frac1{w^2}\int_0^{2\pi} n'(k)\,e'(k)\,dk .$$

The file treats the case $n(k)=f(e(k))$, where the right-hand side becomes $D/w^2$.
